# Products of s-Gaussians on a nonzero real inner-product space are proportional exactly when total exponents and weighted sums of centres agree

A list of products of two basis functions is naturally labelled by the functions that were multiplied, and different labels suggest different products. For s-type Gaussians that suggestion can be false. On the real line, let the Gaussian of exponent a centred at A be exp(−a(x − A)²), without a normalisation constant. Then the Gaussian of exponent 1 centred at 3 times the Gaussian of exponent 3 centred at −1 is exp(−8) times the product of two Gaussians of exponent 2 centred at 1 and at −1. No exponent and centre of the first pair occur together in the second, yet the two products span the same one-dimensional space of functions. A list that contains both is linearly dependent, and its overlap matrix has two proportional rows and is singular. Comparing the individual exponents and centres misses such coincidences, and comparing the total exponents alone reports coincidences that do not exist. The exact test, valid whenever the space contains a nonzero vector, compares two quantities: the sum of the exponents and the exponent-weighted sum of the centres.

## Gaussians, their products and three sums

Positions x and centres are vectors in a real inner-product space E with inner product ⟨u, v⟩ and norm ‖u‖. Physical space is the three-dimensional case, but the dimension of `E` is left free and may be infinite, since nothing is integrated. The types `ι` and `κ` are finite sets of labels for the factors of two products; i runs over `ι` and j over `κ`.

```lean
import Mathlib

open scoped InnerProductSpace

namespace CoincidentPairDensities

noncomputable section

variable {E : Type*} [NormedAddCommGroup E] [InnerProductSpace ℝ E]
variable {ι κ : Type*} [Fintype ι] [Fintype κ]
```

The s-Gaussian with exponent a and centre A is

g(a, A; x) = exp(−a‖x − A‖²).

It carries no normalisation constant, the exponent has no factor ½, and a is any real number. Physical basis functions have a > 0, which makes them square-integrable in finite dimension. The argument never uses the sign of an exponent, so the theorems hold for positive exponents as a special case.

```lean
/-- Unnormalised s-type Gaussian with exponent `a` and centre `A`. -/
def sGauss (a : ℝ) (A x : E) : ℝ := Real.exp (-a * ‖x - A‖ ^ 2)
```

A pair density is the product of two such functions at the same point,

ρ(a, A, b, B; x) = g(a, A; x) g(b, B; x),

which is the charge distribution that two primitive s-functions contribute to an integral over one electron's coordinate.

```lean
/-- Pair density: the product of two s-type Gaussians. -/
def pairDensity (a : ℝ) (A : E) (b : ℝ) (B : E) (x : E) : ℝ := sGauss a A x * sGauss b B x
```

The number of factors plays no role in the argument, so it is carried out for a finite family with exponents aᵢ and centres Aᵢ:

G(x) = ∏ᵢ g(aᵢ, Aᵢ; x).

```lean
/-- Product of a finite family of s-type Gaussians with exponents `a i` and centres `A i`. -/
def gaussProd (a : ι → ℝ) (A : ι → E) (x : E) : ℝ := ∏ i, sGauss (a i) (A i) x
```

Three sums describe such a family. The first is the total exponent p = Σᵢ aᵢ.

```lean
/-- Total exponent `∑ aᵢ` of a family. -/
def totalExp (a : ι → ℝ) : ℝ := ∑ i, a i
```

The second is the vector M = Σᵢ aᵢAᵢ, the weighted sum of the centres, not divided by p.

```lean
/-- Exponent-weighted sum of the centres, `∑ aᵢ Aᵢ`. -/
def moment (a : ι → ℝ) (A : ι → E) : E := ∑ i, a i • A i
```

The third is the number S = Σᵢ aᵢ‖Aᵢ‖². Both M and S are measured from the origin of E. For the empty family G = 1, and p, M and S are all zero.

```lean
/-- Exponent-weighted sum of the squared norms of the centres, `∑ aᵢ ‖Aᵢ‖²`. -/
def secondMoment (a : ι → ℝ) (A : ι → E) : ℝ := ∑ i, a i * ‖A i‖ ^ 2
```

For a pair with a + b ≠ 0 the familiar product centre is

P = (aA + bB)/(a + b) = M/p.

```lean
/-- Exponent-weighted centre `(aA + bB)/(a + b)` of a pair. -/
def pairCentre (a : ℝ) (A : E) (b : ℝ) (B : E) : E := (a + b)⁻¹ • (a • A + b • B)
```

Finally, a function f is called proportional to a function g when one real number k satisfies f(x) = k g(x) at every point x. The definition is pointwise and exact, and as written it admits k = 0 and k < 0; for Gaussian products positivity will exclude both.

```lean
/-- `f` is a constant real multiple of `g` at every point. -/
def Proportional (f g : E → ℝ) : Prop := ∃ k : ℝ, ∀ x, f x = k * g x
```

## A product is the exponential of one quadratic

Expanding each square gives

‖x − Aᵢ‖² = ‖x‖² − 2⟨Aᵢ, x⟩ + ‖Aᵢ‖².

The product of exponentials is the exponential of the sum of their arguments, and

−Σᵢ aᵢ‖x − Aᵢ‖² = −(Σᵢ aᵢ)‖x‖² + 2⟨Σᵢ aᵢAᵢ, x⟩ − Σᵢ aᵢ‖Aᵢ‖²,

so that

G(x) = exp(−p‖x‖² + 2⟨M, x⟩ − S).

The family enters G only through p, M and S. The square is deliberately not completed, so there is no division by p and the formula holds for p = 0 as well.

```lean
/-- A product of s-Gaussians is `exp(-p‖x‖² + 2⟨M,x⟩ - S)` with `p = ∑ aᵢ`, `M = ∑ aᵢ Aᵢ`
and `S = ∑ aᵢ ‖Aᵢ‖²`. -/
theorem gaussProd_expand (a : ι → ℝ) (A : ι → E) (x : E) :
    gaussProd a A x =
      Real.exp (-(totalExp a * ‖x‖ ^ 2) + 2 * ⟪moment a A, x⟫_ℝ - secondMoment a A) := by
  simp only [gaussProd, sGauss, totalExp, moment, secondMoment]
  rw [← Real.exp_sum]
  congr 1
  rw [sum_inner, Finset.sum_mul, Finset.mul_sum, ← Finset.sum_neg_distrib,
    ← Finset.sum_add_distrib, ← Finset.sum_sub_distrib]
  refine Finset.sum_congr rfl fun i _ => ?_
  rw [norm_sub_sq_real, real_inner_smul_left, real_inner_comm (A i) x]
  ring
```

In the proof `Real.exp_sum` merges the factors into one exponential and `congr 1` reduces the claim to the equality of arguments. With `sum_inner` and the distributive laws the right side becomes a single sum over i, and the two sides are compared term by term, where `norm_sub_sq_real` is the expansion of the square.

## A constant quadratic has vanishing coefficients

Let r and s be real numbers and v a vector with

−r‖x‖² + 2⟨v, x⟩ = s for all x.

At x = 0 the left side is zero, so s = 0. Replacing x by −x keeps the norm and reverses the inner product:

−r‖x‖² − 2⟨v, x⟩ = 0.

The sum and the difference of the two equations give r‖x‖² = 0 and ⟨v, x⟩ = 0 for every x. The choice x = v gives ‖v‖² = 0, hence v = 0. For r a vector y ≠ 0 is needed: then ‖y‖² ≠ 0, and r‖y‖² = 0 forces r = 0. The hypothesis `[Nontrivial E]` says that E has two distinct points, which for a vector space means a nonzero vector, that is, dimension at least one. This is the only step at which it is used directly.

```lean
/-- If `-r‖x‖² + 2⟨v,x⟩` equals a constant `s` on a nontrivial space, then `r`, `v` and `s`
all vanish. -/
theorem quadratic_const [Nontrivial E] {r s : ℝ} {v : E}
    (h : ∀ x : E, -(r * ‖x‖ ^ 2) + 2 * ⟪v, x⟫_ℝ = s) : r = 0 ∧ v = 0 ∧ s = 0 := by
  have hs : s = 0 := by
    have h0 := h 0
    simpa using h0.symm
  -- compare the values at `x` and `-x`: the even and odd parts vanish separately
  have hpar : ∀ x : E, r * ‖x‖ ^ 2 = 0 ∧ ⟪v, x⟫_ℝ = 0 := by
    intro x
    have h1 := h x
    have h2 := h (-x)
    rw [norm_neg, inner_neg_right] at h2
    constructor <;> linarith
  obtain ⟨y, hy⟩ := exists_ne (0 : E)
  have hy2 : ‖y‖ ^ 2 ≠ 0 := pow_ne_zero 2 (norm_ne_zero_iff.mpr hy)
  exact ⟨(mul_eq_zero.mp (hpar y).1).resolve_right hy2,
    inner_self_eq_zero.mp (hpar v).2, hs⟩
```

Here `hs` is the evaluation at the origin, `hpar` is the separation into even and odd parts, with `linarith` forming the sum and the difference, and `exists_ne (0 : E)` supplies y.

## The ratio of two products

Take a second family with exponents cⱼ and centres Cⱼ, product G′, and sums q = Σⱼ cⱼ, N = Σⱼ cⱼCⱼ and S′ = Σⱼ cⱼ‖Cⱼ‖². The two families may have different numbers of factors. Suppose G(x) = k G′(x) for all x. At x = 0 both products are exponentials and hence positive, so k > 0, and k = exp(t) with t = ln k. Equal exponentials have equal arguments:

−p‖x‖² + 2⟨M, x⟩ − S = t − q‖x‖² + 2⟨N, x⟩ − S′.

Collecting the terms that depend on x on the left,

−(p − q)‖x‖² + 2⟨M − N, x⟩ = t + S − S′.

This is the constant quadratic with r = p − q, v = M − N and s = t + S − S′, so p = q, M = N and t = S′ − S. Conversely, if p = q and M = N, the two arguments differ by the constant S′ − S, and G = exp(S′ − S) G′. For any given real k, therefore,

G = k G′ at every point ⇔ p = q, M = N and k = exp(S′ − S).

```lean
/-- On a nontrivial space one Gaussian product is `k` times another exactly when the total
exponents agree, the weighted sums of centres agree, and `k = exp(∑ cⱼ‖Cⱼ‖² - ∑ aᵢ‖Aᵢ‖²)`. -/
theorem gaussProd_eq_mul_iff [Nontrivial E] (a : ι → ℝ) (A : ι → E) (c : κ → ℝ) (C : κ → E)
    (k : ℝ) :
    (∀ x, gaussProd a A x = k * gaussProd c C x) ↔
      totalExp a = totalExp c ∧ moment a A = moment c C ∧
        k = Real.exp (secondMoment c C - secondMoment a A) := by
  simp only [gaussProd_expand]
  constructor
  · intro h
    -- both products are positive, so the ratio is an exponential
    have hk : 0 < k := by
      by_contra hk
      have h1 := mul_nonpos_of_nonpos_of_nonneg (not_lt.mp hk) (Real.exp_pos
        (-(totalExp c * ‖(0 : E)‖ ^ 2) + 2 * ⟪moment c C, (0 : E)⟫_ℝ - secondMoment c C)).le
      rw [← h 0] at h1
      exact absurd h1 (not_le.mpr (Real.exp_pos _))
    obtain ⟨t, rfl⟩ : ∃ t, k = Real.exp t := ⟨Real.log k, (Real.exp_log hk).symm⟩
    -- take logarithms: the difference of the two exponents is constant
    have hq : ∀ x : E, -((totalExp a - totalExp c) * ‖x‖ ^ 2) +
        2 * ⟪moment a A - moment c C, x⟫_ℝ = t + secondMoment a A - secondMoment c C := by
      intro x
      have hx := h x
      rw [← Real.exp_add, Real.exp_eq_exp] at hx
      rw [inner_sub_left]
      linarith
    obtain ⟨h1, h2, h3⟩ := quadratic_const hq
    refine ⟨sub_eq_zero.mp h1, sub_eq_zero.mp h2, ?_⟩
    congr 1
    linarith
  · rintro ⟨h1, h2, rfl⟩ x
    rw [h1, h2, ← Real.exp_add]
    congr 1
    ring
```

The step `hk` obtains k > 0 by contradiction: for k ≤ 0 the right side at the origin would not be positive, while the left side is. The logarithm appears as the witness `Real.log k`, `Real.exp_eq_exp` strips the exponentials, and `hq` is the rearranged equation handed to `quadratic_const`. In the converse direction the two equalities are substituted and `ring` checks the arguments.

Proportionality asks only that some k exists. One direction discards the third condition, and the other chooses k = exp(S′ − S):

G ∝ G′ ⇔ p = q and M = N.

```lean
/-- On a nontrivial space two finite products of s-Gaussians are proportional exactly when
their total exponents and their weighted sums of centres agree. -/
theorem gaussProd_proportional_iff [Nontrivial E] (a : ι → ℝ) (A : ι → E) (c : κ → ℝ)
    (C : κ → E) :
    Proportional (gaussProd a A) (gaussProd c C) ↔
      totalExp a = totalExp c ∧ moment a A = moment c C := by
  constructor
  · rintro ⟨k, hk⟩
    have h := (gaussProd_eq_mul_iff a A c C k).mp hk
    exact ⟨h.1, h.2.1⟩
  · rintro ⟨h1, h2⟩
    exact ⟨_, (gaussProd_eq_mul_iff a A c C _).mpr ⟨h1, h2, rfl⟩⟩
```

The same argument settles when two products are the same function. Setting k = 1 = exp(0) turns the third condition into S = S′, so

G = G′ ⇔ p = q, M = N and S = S′.

The triple (p, M, S) thus identifies the product, and (p, M) identifies it up to scale.

```lean
/-- On a nontrivial space two finite products of s-Gaussians are equal exactly when total
exponents, weighted sums of centres and weighted sums of squared norms all agree. -/
theorem gaussProd_eq_iff [Nontrivial E] (a : ι → ℝ) (A : ι → E) (c : κ → ℝ) (C : κ → E) :
    gaussProd a A = gaussProd c C ↔
      totalExp a = totalExp c ∧ moment a A = moment c C ∧
        secondMoment a A = secondMoment c C := by
  have h := gaussProd_eq_mul_iff a A c C 1
  simp only [one_mul] at h
  rw [funext_iff, h]
  refine and_congr_right fun _ => and_congr_right fun _ => ?_
  rw [← Real.exp_zero, Real.exp_eq_exp]
  constructor <;> intro h' <;> linarith
```

Taking two factors against one gives another instance. A pair density is proportional to the single Gaussian g(c, C; x) exactly when c = a + b and cC = aA + bB, with factor exp(c‖C‖² − a‖A‖² − b‖B‖²). This is the s-type Gaussian product rule with its prefactor written in terms of the origin; for a + b ≠ 0 the argument of the prefactor rearranges to the usual −ab‖A − B‖²/(a + b).

## Two pairs

A pair is a family with labels 0 and 1, with a₀ = a, a₁ = b, A₀ = A, A₁ = B, written `![a, b]` and `![A, B]`. Its sums are p = a + b and M = aA + bB. For a second pair with exponents c, d and centres C, D the criterion reads

ρ(a, A, b, B; ·) ∝ ρ(c, C, d, D; ·) ⇔ a + b = c + d and aA + bB = cC + dD,

for all real a, b, c, d and all centres in a space with a nonzero vector.

```lean
/-- On a nontrivial space the pair densities of `(a,A),(b,B)` and `(c,C),(d,D)` are
proportional exactly when `a + b = c + d` and `aA + bB = cC + dD`. -/
theorem pairDensity_proportional_iff [Nontrivial E] (a b c d : ℝ) (A B C D : E) :
    Proportional (pairDensity a A b B) (pairDensity c C d D) ↔
      a + b = c + d ∧ a • A + b • B = c • C + d • D := by
  -- a pair is a family indexed by two labels
  have hp : ∀ (a b : ℝ) (A B : E), pairDensity a A b B = gaussProd ![a, b] ![A, B] := by
    intro a b A B
    funext x
    simp [pairDensity, gaussProd, Fin.prod_univ_two]
  rw [hp, hp, gaussProd_proportional_iff]
  simp [totalExp, moment, Fin.sum_univ_two]
```

The auxiliary `hp` identifies a pair density with the two-label product, and the sums over two labels are then written out.

When a + b ≠ 0, as for positive exponents, the second condition can be divided by the common total exponent. With Q = (cC + dD)/(c + d) and a + b = c + d, the equation aA + bB = cC + dD implies P = Q on dividing, and P = Q implies it on multiplying by a + b. No separate assumption on c + d is needed, because either side of the equivalence makes it equal to a + b.

```lean
/-- On a nontrivial space and for `a + b ≠ 0`, two pair densities are proportional exactly
when their total exponents and their exponent-weighted centres agree. -/
theorem pairDensity_proportional_iff_centre [Nontrivial E] {a b : ℝ} (c d : ℝ) (A B C D : E)
    (hp : a + b ≠ 0) :
    Proportional (pairDensity a A b B) (pairDensity c C d D) ↔
      a + b = c + d ∧ pairCentre a A b B = pairCentre c C d D := by
  rw [pairDensity_proportional_iff]
  refine and_congr_right fun h => ?_
  unfold pairCentre
  rw [← h]
  constructor
  · intro h2
    rw [h2]
  · intro h2
    have h3 := congrArg (fun v : E => (a + b) • v) h2
    simp only [smul_inv_smul₀ hp] at h3
    exact h3
```

The multiplication is the `congrArg` step, and `smul_inv_smul₀ hp` cancels a + b against its inverse. The condition a + b ≠ 0 matters here. On the line, take a = c = 1, b = d = −1, A = 1 and B = C = D = 0. Both total exponents vanish, and both values of `pairCentre` are the zero vector because Lean sets the inverse of zero to zero, so the right side of the equivalence holds. The pair densities are exp(2x − 1) and 1, which are not proportional. The form with weighted sums handles this case correctly, since 1 ≠ 0.

For uncontracted s-type primitives with positive exponents, overlap, nuclear-attraction and electron-repulsion integrals depend linearly on the pair density of each electron, so if two pairs pass the test, putting the first in place of the second for one electron, with everything else in the integral unchanged, multiplies the integral by exp(S′ − S). Kinetic-energy integrals differentiate one factor and are not determined by the product. The theorems themselves contain no integrals. They say nothing about contracted functions, about higher angular momentum, about pairs that nearly coincide within a numerical threshold, or about linear relations among three or more products.

## The space with a single point

If E contains only the zero vector, a function on E is a single number. The number G′(0) is an exponential and so nonzero, and k = G(0)/G′(0) makes any two products proportional, whatever their exponents. All centres are then zero and every factor equals 1: exponents 1, 1 and exponents 1, 2 give the same product although 2 ≠ 3. The implication from proportionality to p = q fails in dimension zero, and the criterion holds from dimension one upwards.

```lean
/-- On a one-point space any two products of s-Gaussians are proportional, whatever their
exponents. -/
theorem proportional_of_subsingleton [Subsingleton E] (a : ι → ℝ) (A : ι → E) (c : κ → ℝ)
    (C : κ → E) : Proportional (gaussProd a A) (gaussProd c C) := by
  have hne : gaussProd c C 0 ≠ 0 := by
    rw [gaussProd_expand]
    exact Real.exp_ne_zero _
  refine ⟨gaussProd a A 0 / gaussProd c C 0, fun x => ?_⟩
  rw [Subsingleton.elim x 0]
  field_simp
```

`Subsingleton E` states that any two points of E coincide, and `Subsingleton.elim x 0` replaces the arbitrary point by the origin.

## A coincidence on the line

Take E = ℝ, where the norm is the absolute value. For exponents 1, 3 and centres 3, −1,

p = 4, M = 3 − 3 = 0, S = 9 + 3 = 12,

and for exponents 2, 2 and centres 1, −1,

q = 4, N = 2 − 2 = 0, S′ = 2 + 2 = 4.

The products are exp(−4x² − 12) and exp(−4x² − 4), both centred at the origin, and their ratio is exp(S′ − S) = exp(−8).

```lean
/-- On the real line the pair density of `(1,3),(3,-1)` is `exp(-8)` times that of
`(2,1),(2,-1)`. -/
theorem coincident_pairs_on_line (x : ℝ) :
    pairDensity 1 (3 : ℝ) 3 (-1) x = Real.exp (-8) * pairDensity 2 (1 : ℝ) 2 (-1) x := by
  simp only [pairDensity, sGauss, ← Real.exp_add, Real.norm_eq_abs, sq_abs]
  congr 1
  ring

end

end CoincidentPairDensities
```

The identity is verified directly: the exponentials are merged, |x − A|² is replaced by (x − A)², and `ring` confirms that −(x − 3)² − 3(x + 1)² = −8 − 2(x − 1)² − 2(x + 1)².

This ratio refers to unnormalised Gaussians. In dimension n and for a > 0, the factor (2a/π)^(n/4) gives g(a, A; ·) unit square integral. Such constants leave proportionality unchanged and turn the ratio of two coincident pair densities into (ab/(cd))^(n/4) exp(S′ − S), which is (3/4)^(1/4) exp(−8) for the example. These normalised values, the remarks on integrals and overlap matrices, the rearranged prefactor and the example with vanishing total exponent are ordinary calculation added to the theorems and not statements in the code.

```lean
#print axioms CoincidentPairDensities.gaussProd_proportional_iff
-- 'CoincidentPairDensities.gaussProd_proportional_iff' depends on axioms: [propext, Classical.choice, Quot.sound]
#print axioms CoincidentPairDensities.pairDensity_proportional_iff_centre
-- 'CoincidentPairDensities.pairDensity_proportional_iff_centre' depends on axioms: [propext, Classical.choice, Quot.sound]
#print axioms CoincidentPairDensities.proportional_of_subsingleton
-- 'CoincidentPairDensities.proportional_of_subsingleton' depends on axioms: [propext, Classical.choice, Quot.sound]
#print axioms CoincidentPairDensities.coincident_pairs_on_line
-- 'CoincidentPairDensities.coincident_pairs_on_line' depends on axioms: [propext, Classical.choice, Quot.sound]
```
